# The Dyson equation for real matrices has at most one positive definite solution when the self-energy is the gradient of a concave functional

Let A be a real square matrix, and let S assign a real matrix S(G) to each real matrix G. If

Tr((S(G) − S(K))(G − K)) ≤ 0  for all positive definite G and K,

then at most one positive definite G satisfies

G⁻¹ = A − S(G).

The gradient of a concave functional Φ satisfies this inequality.

The physical problem is self-consistency. In a many-body approximation built on a Luttinger–Ward functional, the self-energy depends on the full propagator, and the propagator depends on the self-energy through the Dyson equation. The equation is usually solved by iteration, and different starting points might lead to different answers. Under the trace condition, two runs that converge to positive definite solutions have found the same matrix. Whether a solution exists, and whether an iteration converges, are separate questions.

The setting is a real classical field x on finitely many sites, with weight exp(−E(x)) and E(x) = ½ xᵀAx + interaction. The propagator G is the covariance matrix of the field and A is the inverse bare propagator. The letter S stands for the self-energy, usually written Σ. In Lean, `n` is the finite set of sites, not their number.

```lean
import Mathlib

open Matrix
open scoped Kronecker

namespace LuttingerWardUniqueness

noncomputable section

variable {n : Type*} [Fintype n] [DecidableEq n]
```

## The equation and the condition on the self-energy

The trace condition says that the self-energy changes against the propagator, as measured by the pairing Tr(XY). On a single site it says that S is a non-increasing function of G > 0. The name `Dissipative` is borrowed from operator theory; the condition here makes no statement about energy loss.

```lean
/-- The trace condition on a self-energy map: `Tr((S(G) - S(K))(G - K)) ≤ 0` for all positive
definite propagators `G` and `K`. -/
def Dissipative (S : Matrix n n ℝ → Matrix n n ℝ) : Prop :=
  ∀ G K : Matrix n n ℝ, G.PosDef → K.PosDef → ((S G - S K) * (G - K)).trace ≤ 0
```

A solution is a positive definite G that satisfies the Dyson equation. For real matrices, Mathlib's `PosDef` includes symmetry. Neither A nor the values of S have to be symmetric, and A need not be positive definite. The comments in the code call A the source, because it couples to pairs of fields; it is not the linear source J of a generating functional.

```lean
/-- `G` is a positive definite solution of the self-consistent Dyson equation
`G⁻¹ = A - S(G)`. -/
def SolvesDyson (A : Matrix n n ℝ) (S : Matrix n n ℝ → Matrix n n ℝ) (G : Matrix n n ℝ) : Prop :=
  G.PosDef ∧ G⁻¹ = A - S G
```

The link to a functional Φ is the directional derivative

d/dt Φ(G + t(H − G)) at t = 0  =  Tr(S(G)(H − G)),

for positive definite G and H. This fixes the normalisation S = ∂Φ/∂G, without the factors 2 or ½ that some texts place here.

```lean
/-- The self-energy `S` is the gradient of the functional `Φ`: at a positive definite `G`, the
derivative of `Φ` towards any positive definite `H` is `Tr(S(G)(H - G))`. -/
def IsGradient (Φ : Matrix n n ℝ → ℝ) (S : Matrix n n ℝ → Matrix n n ℝ) : Prop :=
  ∀ G H : Matrix n n ℝ, G.PosDef → H.PosDef →
    HasDerivAt (fun t : ℝ => Φ (G + t • (H - G))) (S G * (H - G)).trace 0
```

## A positive quadratic form on symmetric matrices

Let P and Q be positive definite and let D be symmetric and nonzero. Written out with the symmetry of Q and D,

Tr(P D Q D) = ∑ᵢⱼ Dᵢⱼ ∑ₖₗ Pᵢₖ Qⱼₗ Dₖₗ.

Read D as a vector v whose components are labelled by pairs of sites, v₍ᵢ,ⱼ₎ = Dᵢⱼ. The right-hand side is then v·(P ⊗ Q)v. The eigenvalues of P ⊗ Q are the products of an eigenvalue of P and one of Q, all positive, so P ⊗ Q is positive definite. Since v ≠ 0,

Tr(P D Q D) > 0.

In the proof, `hv` states that v is nonzero, `hpos` is the positivity of the Kronecker form, `hmul` computes (P ⊗ Q)v as the matrix P D Qᵀ, and `htr` identifies the trace with the quadratic form.

```lean
omit [DecidableEq n] in
/-- For positive definite `P`, `Q` and a nonzero symmetric `D`, the trace `Tr(P D Q D)` is
positive. -/
theorem trace_sandwich_pos {P Q D : Matrix n n ℝ} (hP : P.PosDef) (hQ : Q.PosDef)
    (hD : Dᵀ = D) (h0 : D ≠ 0) : 0 < (P * D * Q * D).trace := by
  have hQt : Qᵀ = Q := (conjTranspose_eq_transpose_of_trivial Q).symm.trans hQ.isHermitian.eq
  -- read `D` as a vector on pairs of sites, on which `P ⊗ Q` is a positive form
  have hv : (fun p : n × n => D p.1 p.2) ≠ 0 := by
    intro h
    apply h0
    ext i j
    exact congrFun h (i, j)
  have hpos := (hP.kronecker hQ).dotProduct_mulVec_pos hv
  have hmul : (P ⊗ₖ Q) *ᵥ (fun p : n × n => D p.1 p.2)
      = fun p => (P * D * Qᵀ) p.1 p.2 := by
    ext p
    simp only [mulVec, dotProduct, kroneckerMap_apply, Matrix.mul_apply, transpose_apply,
      Fintype.sum_prod_type, Finset.sum_mul]
    rw [Finset.sum_comm]
    refine Finset.sum_congr rfl fun l _ => Finset.sum_congr rfl fun k _ => ?_
    ring
  have htr : (P * D * Q * D).trace
      = star (fun p : n × n => D p.1 p.2) ⬝ᵥ ((P ⊗ₖ Q) *ᵥ fun p : n × n => D p.1 p.2) := by
    rw [hmul, hQt]
    simp only [dotProduct, Pi.star_apply, star_trivial, Fintype.sum_prod_type, Matrix.trace,
      diag_apply]
    refine Finset.sum_congr rfl fun i _ => ?_
    rw [Matrix.mul_apply]
    refine Finset.sum_congr rfl fun j _ => ?_
    have hij : D j i = D i j := congrFun (congrFun hD i) j
    rw [hij, mul_comm]
  rw [htr]
  exact hpos
```

## Inversion is strictly decreasing in the trace pairing

For positive definite G ≠ K, put D = G − K. Multiplying out G⁻¹(G − K)K⁻¹ gives K⁻¹ − G⁻¹, which is the resolvent identity

G⁻¹ − K⁻¹ = −G⁻¹ D K⁻¹.

Multiply by D on the right and take the trace:

Tr((G⁻¹ − K⁻¹)(G − K)) = −Tr(G⁻¹ D K⁻¹ D) < 0,

by the previous step with P = G⁻¹ and Q = K⁻¹. On a single site this is (1/g − 1/k)(g − k) = −(g − k)²/(gk). The identity is `key` in the proof; positive determinants supply the invertibility it needs.

```lean
/-- Inversion is strictly decreasing in the trace pairing: `Tr((G⁻¹ - K⁻¹)(G - K)) < 0` for
distinct positive definite `G` and `K`. -/
theorem trace_inv_sub_neg {G K : Matrix n n ℝ} (hG : G.PosDef) (hK : K.PosDef) (h : G ≠ K) :
    ((G⁻¹ - K⁻¹) * (G - K)).trace < 0 := by
  have hGt : Gᵀ = G := (conjTranspose_eq_transpose_of_trivial G).symm.trans hG.isHermitian.eq
  have hKt : Kᵀ = K := (conjTranspose_eq_transpose_of_trivial K).symm.trans hK.isHermitian.eq
  -- the resolvent identity
  have key : G⁻¹ - K⁻¹ = -(G⁻¹ * (G - K) * K⁻¹) := by
    rw [mul_sub, sub_mul, nonsing_inv_mul _ hG.det_pos.ne'.isUnit, one_mul, mul_assoc,
      mul_nonsing_inv _ hK.det_pos.ne'.isUnit, mul_one]
    abel
  have hpos := trace_sandwich_pos hG.inv hK.inv
    (by rw [transpose_sub, hGt, hKt] : (G - K)ᵀ = G - K) (sub_ne_zero.mpr h)
  rw [key, neg_mul, trace_neg]
  linarith
```

## Two sources, two propagators

Suppose G solves the equation with source A, K solves it with source B, and G ≠ K. Then A = G⁻¹ + S(G) and B = K⁻¹ + S(K), so

Tr((A − B)(G − K)) = Tr((G⁻¹ − K⁻¹)(G − K)) + Tr((S(G) − S(K))(G − K)).

The first term is negative by the last step and the second is at most zero by the trace condition. Hence

Tr((A − B)(G − K)) < 0.

A stiffer quadratic term goes with smaller fluctuations, in the sense of this pairing. The proof splits A − B in `e` and adds the two inequalities with `linarith`.

```lean
/-- For a self-energy obeying the trace condition, distinct solutions `G`, `K` of the Dyson
equations with sources `A`, `B` satisfy `Tr((A - B)(G - K)) < 0`. -/
theorem dyson_response {S : Matrix n n ℝ → Matrix n n ℝ} (hS : Dissipative S)
    {A B G K : Matrix n n ℝ} (hG : SolvesDyson A S G) (hK : SolvesDyson B S K) (h : G ≠ K) :
    ((A - B) * (G - K)).trace < 0 := by
  have e : A - B = (G⁻¹ - K⁻¹) + (S G - S K) := by
    rw [hG.2, hK.2]
    abel
  rw [e, add_mul, trace_add]
  linarith [trace_inv_sub_neg hG.1 hK.1 h, hS G K hG.1 hK.1]
```

Now let both propagators solve the equation with the same source. If they differed, setting B = A would give

0 = Tr((A − A)(G − K)) < 0,

which is impossible. So G = K.

```lean
/-- If the self-energy obeys the trace condition, the Dyson equation `G⁻¹ = A - S(G)` has at most
one positive definite solution. -/
theorem dyson_unique {S : Matrix n n ℝ → Matrix n n ℝ} (hS : Dissipative S)
    {A G K : Matrix n n ℝ} (hG : SolvesDyson A S G) (hK : SolvesDyson A S K) : G = K := by
  by_contra h
  have := dyson_response hS hG hK h
  simp at this
```

## Concave functionals satisfy the trace condition

Let Φ be concave on the positive definite matrices with gradient S. For 0 < t < 1, concavity gives

Φ(G + t(H − G)) ≥ (1 − t)Φ(G) + tΦ(H),

and therefore

[Φ(G + t(H − G)) − Φ(G)]/t ≥ Φ(H) − Φ(G).

As t → 0 from above, the left side tends to the directional derivative, so

Φ(H) − Φ(G) ≤ Tr(S(G)(H − G)).

The functional lies below its tangents. Use this once from G to K and once from K to G:

Φ(K) − Φ(G) ≤ Tr(S(G)(K − G)),

Φ(G) − Φ(K) ≤ Tr(S(K)(G − K)).

The left sides add to zero and the right sides to −Tr((S(G) − S(K))(G − K)), which is the trace condition.

The tangent inequality is `tangent` in the proof, where `ge_of_tendsto` carries the bound on the difference quotient to the limit. The last line adds its two instances. Together with `dyson_unique`, this gives uniqueness for every concave Φ.

```lean
/-- The gradient of a functional that is concave on the positive definite matrices obeys the
trace condition. -/
theorem dissipative_of_concave {Φ : Matrix n n ℝ → ℝ} {S : Matrix n n ℝ → Matrix n n ℝ}
    (hΦ : ConcaveOn ℝ {G : Matrix n n ℝ | G.PosDef} Φ) (hS : IsGradient Φ S) :
    Dissipative S := by
  -- a concave functional lies below its tangents
  have tangent : ∀ G H : Matrix n n ℝ, G.PosDef → H.PosDef →
      Φ H - Φ G ≤ (S G * (H - G)).trace := by
    intro G H hG hH
    refine ge_of_tendsto (hS G H hG hH).tendsto_slope_zero_right ?_
    filter_upwards [Ioo_mem_nhdsGT (zero_lt_one' ℝ)] with t ht
    have c := hΦ.2 hG hH (sub_nonneg.mpr ht.2.le) ht.1.le (by ring)
    have e : (1 - t) • G + t • H = G + t • (H - G) := by module
    rw [e] at c
    simp only [smul_eq_mul] at c
    simp only [zero_add, zero_smul, add_zero, smul_eq_mul]
    rw [← div_eq_inv_mul, le_div_iff₀ ht.1]
    linarith
  intro G K hG hK
  have e : ((S G - S K) * (G - K)).trace
      = -(S G * (K - G)).trace - (S K * (G - K)).trace := by
    rw [← trace_neg, ← trace_sub]
    congr 1
    noncomm_ring
  linarith [tangent G K hG hK, tangent K G hK hG]
```

Concavity is a hypothesis on Φ, and nothing here establishes it for the exact Luttinger–Ward functional of an interacting system. The step from an interaction to a map S, by summing or truncating diagrams, also has to come from the physics. In electronic structure, propagators depend on frequency and are in general complex, so the theorem for finite real matrices does not apply to them as it stands.

## The Hartree approximation for a quartic lattice field

Take the interaction (λ/24) ∑ᵢ xᵢ⁴. Replacing xᵢ⁴ by its Gaussian contraction 6Gᵢᵢxᵢ², up to a constant, adds (λ/2)Gᵢᵢ to the diagonal of A. The coupling λ is written `lam` in the code. With the normalisation S = ∂Φ/∂G, the corresponding functional is

Φ(G) = −(λ/4) ∑ᵢ Gᵢᵢ².

```lean
/-- The Hartree functional `Φ(G) = -(λ/4) ∑ᵢ Gᵢᵢ²` of a lattice with on-site quartic
coupling `λ`. -/
def hartreePhi (lam : ℝ) (G : Matrix n n ℝ) : ℝ := -(lam / 4) * ∑ i, G i i ^ 2
```

Its gradient is the local self-energy

S(G)ᵢⱼ = −(λ/2) Gᵢᵢ δᵢⱼ.

```lean
/-- The Hartree self-energy, diagonal with entries `-(λ/2) Gᵢᵢ`. -/
def hartree (lam : ℝ) (G : Matrix n n ℝ) : Matrix n n ℝ :=
  diagonal fun i => -(lam / 2) * G i i
```

For A = a·1 and G = g·1 with g > 0, where 1 is the identity matrix, the matrix equation reduces to one number per site:

1/g = a + (λ/2)g.

The proof compares diagonal and off-diagonal entries and then checks that (1/g)·1 is the inverse of g·1.

```lean
/-- A multiple `g` of the identity with `g > 0` and `1/g = a + (λ/2) g` solves the Hartree-Dyson
equation with source `a` times the identity. -/
theorem hartree_scalar {lam a g : ℝ} (hg : 0 < g) (h : g⁻¹ = a + lam / 2 * g) :
    SolvesDyson (a • (1 : Matrix n n ℝ)) (hartree lam) (g • 1) := by
  refine ⟨PosDef.one.smul hg, ?_⟩
  have hs : a • (1 : Matrix n n ℝ) - hartree lam (g • 1) = g⁻¹ • 1 := by
    ext i j
    by_cases hij : i = j
    · subst hij
      simp [hartree]
      linarith
    · simp [hartree, hij]
  rw [hs]
  exact inv_eq_right_inv (by simp [smul_smul, hg.ne'])
```

For λ ≥ 0 the functional is concave. With weights a, b ≥ 0 and a + b = 1 (here a is a weight, not the source), each site obeys

a Gᵢᵢ² + b Hᵢᵢ² − (a Gᵢᵢ + b Hᵢᵢ)² = ab(Gᵢᵢ − Hᵢᵢ)² ≥ 0.

Summing over the sites and multiplying by −λ/4 gives concavity. The derivative towards H is

−(λ/4) ∑ᵢ 2Gᵢᵢ(Hᵢᵢ − Gᵢᵢ) = −(λ/2) ∑ᵢ Gᵢᵢ(Hᵢᵢ − Gᵢᵢ) = Tr(S(G)(H − G)),

so S is the gradient. Finally, g = 1 solves the scalar equation when the source is 1 − λ/2. By the uniqueness theorem, the identity is then the only positive definite solution for that source. This includes λ > 2, where the source is negative and the quadratic part of E alone would not define a normalisable weight.

The proof treats these claims in the same order, after first checking that the positive definite matrices form a convex set, which Mathlib's `ConcaveOn` requires.

```lean
/-- For coupling `λ ≥ 0` the Hartree functional is concave on the positive definite matrices, the
Hartree self-energy is its gradient, and the identity solves the Dyson equation with source
`1 - λ/2` times the identity. -/
theorem hartree_witness {lam : ℝ} (hl : 0 ≤ lam) :
    ConcaveOn ℝ {G : Matrix n n ℝ | G.PosDef} (hartreePhi lam) ∧
    IsGradient (hartreePhi (n := n) lam) (hartree lam) ∧
    SolvesDyson ((1 - lam / 2) • (1 : Matrix n n ℝ)) (hartree lam) 1 := by
  refine ⟨⟨?_, ?_⟩, ?_, ?_⟩
  · intro G hG H hH a b ha hb hab
    rcases ha.eq_or_lt with h0 | h0
    · have hb1 : b = 1 := by linarith
      rw [← h0, hb1, zero_smul, one_smul, zero_add]
      exact hH
    · exact (PosDef.smul hG h0).add_posSemidef (PosSemidef.smul (PosDef.posSemidef hH) hb)
  · intro G _ H _ a b ha hb hab
    -- convexity of the square, site by site
    have hsq : ∑ i, (a * G i i + b * H i i) ^ 2
        ≤ a * ∑ i, G i i ^ 2 + b * ∑ i, H i i ^ 2 := by
      rw [Finset.mul_sum, Finset.mul_sum, ← Finset.sum_add_distrib]
      refine Finset.sum_le_sum fun i _ => ?_
      have hb' : b = 1 - a := by linarith
      have := mul_nonneg (mul_nonneg ha hb) (sq_nonneg (G i i - H i i))
      subst hb'
      linarith
    have := mul_le_mul_of_nonneg_left hsq (by positivity : 0 ≤ lam / 4)
    simp only [hartreePhi, Matrix.add_apply, Matrix.smul_apply, smul_eq_mul]
    linarith
  · intro G H _ _
    have h : ∀ i ∈ Finset.univ, HasDerivAt (fun t : ℝ => (G i i + t * (H i i - G i i)) ^ 2)
        (2 * G i i * (H i i - G i i)) 0 := by
      intro i _
      have h1 := (((hasDerivAt_id' (0 : ℝ)).mul_const (H i i - G i i)).const_add (G i i)).fun_pow 2
      exact h1.congr_deriv (by simp)
    refine ((HasDerivAt.fun_sum h).const_mul (-(lam / 4))).congr_deriv ?_
    simp only [hartree, Matrix.trace, diag_apply, diagonal_mul, Matrix.sub_apply, Finset.mul_sum]
    exact Finset.sum_congr rfl fun i _ => by ring
  · have := hartree_scalar (n := n) (lam := lam) (a := 1 - lam / 2) one_pos (by norm_num)
    rwa [one_smul] at this
```

## Two solutions at negative coupling

For λ = −4 and A = 3·1, the scalar equation is

1/g = 3 − 2g,

or 2g² − 3g + 1 = (2g − 1)(g − 1) = 0. Both g = 1 and g = 1/2 are positive, so on a lattice with at least one site there are two distinct positive definite solutions. The trace condition fails here, because

Tr((S(G) − S(K))(G − K)) = 2 ∑ᵢ (Gᵢᵢ − Kᵢᵢ)²,

which is positive for these two matrices. Without any condition on S, then, uniqueness can fail. The calculation of the derivative above holds for either sign of λ, so this S is still a gradient, now of a convex functional; being a gradient is therefore not enough. The example concerns the Hartree equation only: at negative λ the quartic weight itself has no finite integral.

In the proof, `hartree_scalar` is applied twice, and comparing one diagonal entry shows that the two matrices differ.

```lean
/-- For the negative coupling `λ = -4` and source `3` times the identity, the Hartree-Dyson
equation on a nonempty lattice has two distinct positive definite solutions, `1` and `1/2` times
the identity. -/
theorem hartree_attractive_two_solutions [Nonempty n] :
    SolvesDyson ((3 : ℝ) • (1 : Matrix n n ℝ)) (hartree (-4)) ((1 : ℝ) • 1) ∧
    SolvesDyson ((3 : ℝ) • (1 : Matrix n n ℝ)) (hartree (-4)) ((1 / 2 : ℝ) • 1) ∧
    (1 : ℝ) • (1 : Matrix n n ℝ) ≠ (1 / 2 : ℝ) • 1 := by
  refine ⟨hartree_scalar (by norm_num) (by norm_num),
    hartree_scalar (by norm_num) (by norm_num), fun h => ?_⟩
  obtain ⟨i⟩ := ‹Nonempty n›
  have hi := congrFun (congrFun h i) i
  simp only [Matrix.smul_apply, Matrix.one_apply_eq, smul_eq_mul] at hi
  norm_num at hi

end

end LuttingerWardUniqueness
```

```lean
#print axioms LuttingerWardUniqueness.dyson_unique
#print axioms LuttingerWardUniqueness.dissipative_of_concave
#print axioms LuttingerWardUniqueness.hartree_attractive_two_solutions
```

```
'LuttingerWardUniqueness.dyson_unique' depends on axioms: [propext, Classical.choice, Quot.sound]
'LuttingerWardUniqueness.dissipative_of_concave' depends on axioms: [propext, Classical.choice, Quot.sound]
'LuttingerWardUniqueness.hartree_attractive_two_solutions' depends on axioms: [propext, Classical.choice, Quot.sound]
```
